# Lattice Thomas–Fermi theory with positive semidefinite repulsion: a unique ground density for each particle bound, and a convex, non-increasing $e(N)$

A density is represented here by an arbitrary real function on a finite set of sites, and physical densities are singled out by a constraint: $n_i\ge 0$ at every site and $\sum_i n_i\le N$. Mixtures of densities are then ordinary linear combinations of vectors. The numbers $n_i$ and the bound $N$ are real, not restricted to integers.

The energy is
$$E(n)=c\sum_i n_i^{5/3}-\sum_i v_i n_i+\tfrac12\sum_{i,j}n_iJ_{ij}n_j .$$
Two hypotheses are used throughout: $c>0$, and $\sum_{i,j}x_iJ_{ij}x_j\ge 0$ for every real vector $x$. Under them $E$ is strictly convex on non-negative densities, each $N\ge 0$ has exactly one minimiser, and the minimum $e(N)$ is convex and non-increasing. For orbital-free calculations on a finite grid with this functional, which has no gradient or exchange terms, it follows that a local minimum is the global one.

In the code, `ι` is the finite set of sites, `v` the external potential and `J` the interaction matrix.

```lean
import Mathlib

open Matrix

namespace LatticeThomasFermi

noncomputable section

variable {ι : Type*} [Fintype ι] {c : ℝ} {v : ι → ℝ} {J : Matrix ι ι ℝ}
```

## Energy, constraint and minimum

If $n_i$ counts the electrons in cell $i$, the constant $c$ is the kinetic coefficient of the uniform electron gas with the cell volume absorbed. The sign of $v$ is such that a positive $v_i$ attracts electrons. In Lean, `⬝ᵥ` is the dot product and `*ᵥ` applies a matrix to a vector.

```lean
/-- The lattice Thomas-Fermi energy: kinetic term, attraction to the external potential `v`,
and Hartree repulsion with kernel `J`. -/
def energy (c : ℝ) (v : ι → ℝ) (J : Matrix ι ι ℝ) (n : ι → ℝ) : ℝ :=
  c * ∑ i, n i ^ (5 / 3 : ℝ) - v ⬝ᵥ n + (n ⬝ᵥ J *ᵥ n) / 2
```

The set `admissible N` contains the non-negative densities with at most $N$ particles.

```lean
/-- The non-negative densities with at most `N` particles in total. -/
def admissible (N : ℝ) : Set (ι → ℝ) :=
  {n | (∀ i, 0 ≤ n i) ∧ ∑ i, n i ≤ N}
```

A ground density is an admissible density whose energy no other admissible density undercuts.

```lean
/-- The density `n` has the lowest energy among all densities with at most `N` particles. -/
def IsGroundDensity (c : ℝ) (v : ι → ℝ) (J : Matrix ι ι ℝ) (N : ℝ) (n : ι → ℝ) : Prop :=
  n ∈ admissible N ∧ ∀ m ∈ admissible N, energy c v J n ≤ energy c v J m
```

The function $e(N)$ is defined as an infimum, so it can be written down before a minimiser is known to exist. The theorems use it only for $N\ge 0$, where the admissible set is not empty.

```lean
/-- The ground-state energy `e(N)`, for `N ≥ 0`: the infimum of the energy over densities with
at most `N` particles. -/
def groundEnergy (c : ℝ) (v : ι → ℝ) (J : Matrix ι ι ℝ) (N : ℝ) : ℝ :=
  sInf (energy c v J '' admissible N)
```

## Strict convexity

Write $Q(x)=\sum_{i,j}x_iJ_{ij}x_j$ and $B(x,y)=\sum_{i,j}x_iJ_{ij}y_j$. For weights with $a+b=1$,
$$Q(ax+by)=a^2Q(x)+b^2Q(y)+ab\,[B(x,y)+B(y,x)].$$
The bracket equals $Q(x)+Q(y)-Q(x-y)$. Since $a^2+ab=a$ and $b^2+ab=b$,
$$Q(ax+by)=aQ(x)+bQ(y)-ab\,Q(x-y).$$
Symmetry of $J$ is not needed. The proof substitutes $b=1-a$, expands by bilinearity and lets `ring` compare the two sides.

```lean
/-- For `a + b = 1`, the Hartree form of `a • x + b • y` equals the weighted average of the forms of
`x` and `y` minus `a * b` times the form of `x - y`. -/
theorem hartree_mix (J : Matrix ι ι ℝ) (x y : ι → ℝ) {a b : ℝ} (hab : a + b = 1) :
    (a • x + b • y) ⬝ᵥ J *ᵥ (a • x + b • y) =
      a * (x ⬝ᵥ J *ᵥ x) + b * (y ⬝ᵥ J *ᵥ y) - a * b * ((x - y) ⬝ᵥ J *ᵥ (x - y)) := by
  obtain rfl : b = 1 - a := by linarith
  simp only [Matrix.mulVec_add, Matrix.mulVec_sub, Matrix.mulVec_smul, add_dotProduct,
    dotProduct_add, sub_dotProduct, dotProduct_sub, smul_dotProduct, dotProduct_smul,
    smul_eq_mul]
  ring
```

Mixing also respects the constraint. If $x$ has at most $M$ particles and $y$ at most $N$, then for $a,b\ge 0$ the density $ax+by$ is non-negative and
$$\sum_i(ax_i+by_i)=a\sum_i x_i+b\sum_i y_i\le aM+bN.$$

```lean
/-- A mixture of densities with at most `M` and at most `N` particles has at most
`a * M + b * N` particles. -/
theorem admissible_mix {M N a b : ℝ} {x y : ι → ℝ} (hx : x ∈ admissible M)
    (hy : y ∈ admissible N) (ha : 0 ≤ a) (hb : 0 ≤ b) :
    a • x + b • y ∈ admissible (a * M + b * N) := by
  refine ⟨fun i => add_nonneg (mul_nonneg ha (hx.1 i)) (mul_nonneg hb (hy.1 i)), ?_⟩
  calc ∑ i, (a • x + b • y) i = a * ∑ i, x i + b * ∑ i, y i := by
        simp [Finset.sum_add_distrib, Finset.mul_sum]
    _ ≤ a * M + b * N :=
        add_le_add (mul_le_mul_of_nonneg_left hx.2 ha) (mul_le_mul_of_nonneg_left hy.2 hb)
```

The derivative $\tfrac53t^{2/3}$ of $t^{5/3}$ is strictly increasing on $t\ge 0$, so $t^{5/3}$ is strictly convex there. Take two different non-negative densities $x,y$ and weights $a,b>0$ with $a+b=1$. Every site satisfies
$$(ax_i+by_i)^{5/3}\le a\,x_i^{5/3}+b\,y_i^{5/3},$$
and a site $k$ where $x_k\ne y_k$ satisfies it strictly. Summing over sites, multiplying by $c>0$ and adding the linear term and the mixing identity gives
$$E(ax+by)<aE(x)+bE(y)-\tfrac{ab}{2}Q(x-y)\le aE(x)+bE(y).$$
In the proof, `hkin` is the summed kinetic inequality, `hlin` the linear term and `hpos` the sign of $ab\,Q(x-y)$. The hypothesis `hJ` expresses that the Hartree energy of any charge difference is non-negative, as it is for Coulomb repulsion when the charge of each site is spread uniformly over its cell and the on-site terms $J_{ii}$ are kept.

```lean
/-- The Thomas-Fermi energy is strictly convex on non-negative densities. -/
theorem energy_strictConvexOn (hc : 0 < c) (hJ : ∀ x : ι → ℝ, 0 ≤ x ⬝ᵥ J *ᵥ x) :
    StrictConvexOn ℝ {n : ι → ℝ | ∀ i, 0 ≤ n i} (energy c v J) := by
  refine ⟨fun x hx y hy a b ha hb _ => ?_, fun x hx y hy hxy a b ha hb hab => ?_⟩
  · exact fun i => add_nonneg (mul_nonneg ha (hx i)) (mul_nonneg hb (hy i))
  have hs := strictConvexOn_rpow (by norm_num : (1 : ℝ) < 5 / 3)
  obtain ⟨k, hk⟩ := Function.ne_iff.mp hxy
  -- the kinetic inequality is strict because the densities differ at site `k`
  have hkin : ∑ i, (a • x + b • y) i ^ (5 / 3 : ℝ) <
      a * ∑ i, x i ^ (5 / 3 : ℝ) + b * ∑ i, y i ^ (5 / 3 : ℝ) := by
    rw [Finset.mul_sum, Finset.mul_sum, ← Finset.sum_add_distrib]
    apply Finset.sum_lt_sum
    · intro i _
      exact hs.convexOn.2 (Set.mem_Ici.2 (hx i)) (Set.mem_Ici.2 (hy i)) ha.le hb.le hab
    · exact ⟨k, Finset.mem_univ k,
        hs.2 (Set.mem_Ici.2 (hx k)) (Set.mem_Ici.2 (hy k)) hk ha hb hab⟩
  have hlin : v ⬝ᵥ (a • x + b • y) = a * (v ⬝ᵥ x) + b * (v ⬝ᵥ y) := by
    simp only [dotProduct_add, dotProduct_smul, smul_eq_mul]
  have hpos := mul_nonneg (mul_nonneg ha.le hb.le) (hJ (x - y))
  have hck := mul_lt_mul_of_pos_left hkin hc
  simp only [energy, smul_eq_mul]
  rw [hartree_mix J x y hab, hlin]
  linarith
```

## Exactly one ground density

An admissible density obeys $0\le n_i\le\sum_j n_j\le N$, so the admissible set lies in a bounded box. It is closed, because it is defined by non-strict inequalities between continuous functions, and for $N\ge 0$ it contains $n=0$. The continuous function $E$ therefore attains its minimum on it.

If $m\ne n$ were two minimisers, their midpoint would be admissible, and strict convexity would give
$$E\!\left(\tfrac12m+\tfrac12n\right)<\tfrac12E(m)+\tfrac12E(n)=\min E,$$
a contradiction. In the code, `hcont`, `hclosed` and `hcomp` establish continuity, closedness and compactness; the part after `by_contra` is the midpoint argument.

```lean
/-- For every `N ≥ 0` exactly one density minimises the energy among those with at most `N`
particles. -/
theorem existsUnique_groundDensity (hc : 0 < c) (hJ : ∀ x : ι → ℝ, 0 ≤ x ⬝ᵥ J *ᵥ x)
    {N : ℝ} (hN : 0 ≤ N) : ∃! n, IsGroundDensity c v J N n := by
  -- existence: a continuous function on a compact set
  have hcont : Continuous (energy c v J) := by
    have h1 : Continuous fun n : ι → ℝ => ∑ i, n i ^ (5 / 3 : ℝ) :=
      continuous_finsetSum _ fun i _ =>
        (continuous_apply i).rpow_const fun _ => Or.inr (by norm_num)
    have h2 : Continuous fun n : ι → ℝ => v ⬝ᵥ n := by
      simp only [dotProduct]
      fun_prop
    have h3 : Continuous fun n : ι → ℝ => n ⬝ᵥ J *ᵥ n := by
      simp only [dotProduct, Matrix.mulVec]
      fun_prop
    exact ((continuous_const.mul h1).sub h2).add (h3.div_const 2)
  have hclosed : IsClosed (admissible N : Set (ι → ℝ)) := by
    have h1 : IsClosed {n : ι → ℝ | ∀ i, 0 ≤ n i} := by
      simp only [Set.ofPred_forall]
      exact isClosed_iInter fun i => isClosed_le continuous_const (continuous_apply i)
    have h2 : IsClosed {n : ι → ℝ | ∑ i, n i ≤ N} :=
      isClosed_le (by fun_prop) continuous_const
    exact h1.inter h2
  have hcomp : IsCompact (admissible N : Set (ι → ℝ)) :=
    (isCompact_Icc (a := (0 : ι → ℝ)) (b := fun _ => N)).of_isClosed_subset hclosed
      fun n hn => ⟨fun i => hn.1 i, fun i =>
        (Finset.single_le_sum (f := n) (fun j _ => hn.1 j) (Finset.mem_univ i)).trans hn.2⟩
  obtain ⟨n, hn, hmin⟩ := hcomp.exists_isMinOn ⟨0, by simp [admissible, hN]⟩ hcont.continuousOn
  refine ⟨n, ⟨hn, fun m hm => isMinOn_iff.mp hmin m hm⟩, fun m hm => ?_⟩
  -- uniqueness: the midpoint of two minimisers would have lower energy
  by_contra hne
  have hlt := (energy_strictConvexOn (v := v) hc hJ).2 hm.1.1 hn.1 hne
    (by norm_num : (0 : ℝ) < 1 / 2) (by norm_num : (0 : ℝ) < 1 / 2) (by norm_num)
  have hmix := admissible_mix hm.1 hn (by norm_num : (0 : ℝ) ≤ 1 / 2)
    (by norm_num : (0 : ℝ) ≤ 1 / 2)
  rw [show (1 / 2 : ℝ) * N + 1 / 2 * N = N by ring] at hmix
  have h1 := hm.2 _ hmix
  have h2 := isMinOn_iff.mp hmin m hm.1
  simp only [smul_eq_mul] at hlt
  linarith
```

Uniqueness can fail when $J$ is not positive semidefinite, even if all its entries are non-negative. Take two sites with $c=1$, $v=(2,2)$, $N=1$ and
$$J=\begin{pmatrix}0&4\\4&0\end{pmatrix},$$
a repulsion between the sites with none on a site. An equal filling has energy
$$E(s,s)=2s^{5/3}-4s+4s^2=2s^{5/3}+(2s-1)^2-1>-1=E(1,0)$$
for every $s\ge 0$. No minimiser is symmetric, so exchanging the two sites turns any minimiser into a second one.

## Convexity and monotonicity of $e(N)$

A ground density attains the infimum, so $e(N)=E(n)$ whenever $n$ is a ground density for $N$.

```lean
/-- The ground-state energy is the energy of any ground density. -/
theorem groundEnergy_eq {N : ℝ} {n : ι → ℝ} (h : IsGroundDensity c v J N n) :
    groundEnergy c v J N = energy c v J n := by
  apply IsLeast.csInf_eq
  refine ⟨⟨n, h.1, rfl⟩, ?_⟩
  rintro _ ⟨m, hm, rfl⟩
  exact h.2 m hm
```

Let $m$ and $n$ be the ground densities for $M$ and $N$, and let $a,b\ge 0$ with $a+b=1$. The mixture $am+bn$ is a trial density for the bound $aM+bN$, hence
$$e(aM+bN)\le E(am+bn)\le aE(m)+bE(n)=a\,e(M)+b\,e(N).$$
If $M\le N$, then $m$ is also admissible for $N$, so $e(N)\le E(m)=e(M)$.

The theorem collects the four statements. `Set.Ici 0` is the half-line $N\ge 0$, and `AntitoneOn` means non-increasing on it. In the convexity part, `k` is the ground density for the mixed bound, and the two inequalities above are chained by `.trans`.

```lean
/-- The lattice Thomas-Fermi energy is strictly convex on non-negative densities, has a unique
minimiser for each bound `N ≥ 0` on the particle number, and its minimum `e(N)` is convex and
non-increasing. -/
theorem thomasFermi_lattice (hc : 0 < c) (hJ : ∀ x : ι → ℝ, 0 ≤ x ⬝ᵥ J *ᵥ x) :
    StrictConvexOn ℝ {n : ι → ℝ | ∀ i, 0 ≤ n i} (energy c v J) ∧
    (∀ N : ℝ, 0 ≤ N → ∃! n, IsGroundDensity c v J N n) ∧
    ConvexOn ℝ (Set.Ici 0) (groundEnergy c v J) ∧
    AntitoneOn (groundEnergy c v J) (Set.Ici 0) := by
  have hE := energy_strictConvexOn (v := v) hc hJ
  have hex := fun (N : ℝ) (hN : 0 ≤ N) => existsUnique_groundDensity (v := v) hc hJ hN
  refine ⟨hE, hex, ⟨convex_Ici 0, fun M hM N hN a b ha hb hab => ?_⟩, fun M hM N hN hMN => ?_⟩
  · -- the mixture of two ground densities is a trial density for the mixed particle number
    obtain ⟨m, hm, -⟩ := hex M hM
    obtain ⟨n, hn, -⟩ := hex N hN
    obtain ⟨k, hk, -⟩ := hex (a • M + b • N) (add_nonneg (mul_nonneg ha hM) (mul_nonneg hb hN))
    rw [groundEnergy_eq hm, groundEnergy_eq hn, groundEnergy_eq hk]
    exact (hk.2 _ (admissible_mix hm.1 hn.1 ha hb)).trans
      (hE.convexOn.2 hm.1.1 hn.1.1 ha hb hab)
  · obtain ⟨m, hm, -⟩ := hex M hM
    obtain ⟨n, hn, -⟩ := hex N hN
    rw [groundEnergy_eq hm, groundEnergy_eq hn]
    exact hn.2 m ⟨hm.1.1, hm.1.2.trans hMN⟩
```

The setting is a fixed finite set of sites. Continuum Thomas–Fermi theory needs other arguments for existence, since a bounded closed set of densities need not be compact there, and it also relates the largest bound particle number to the nuclear charge.

## When particles are left over

Suppose the ground density $n$ for $N$ holds $S=\sum_i n_i<N$ particles. Let $m$ be any non-negative density, with $T=\sum_i m_i$, and suppose $E(m)<E(n)$. Take the step
$$t=\frac{N-S}{N-S+T},\qquad 0<t\le 1.$$
The density $(1-t)n+tm$ has particle number
$$(1-t)S+tT=N-tN\le N,$$
so it is admissible for $N$. Minimality of $n$ and convexity then give
$$E(n)\le E((1-t)n+tm)\le(1-t)E(n)+tE(m)<E(n),$$
which is impossible. Hence $n$ is the ground density for every bound $M\ge S$, whether $M$ is smaller or larger than $N$. The equation `htD` defines the step, `hbound` is the particle count, and `h1`, `h2`, `h3` are the three inequalities in the last display.

```lean
/-- If a ground density holds fewer particles than allowed, it is the ground density for every
bound that admits it. -/
theorem groundDensity_of_unsaturated (hc : 0 < c) (hJ : ∀ x : ι → ℝ, 0 ≤ x ⬝ᵥ J *ᵥ x)
    {N : ℝ} {n : ι → ℝ} (h : IsGroundDensity c v J N n) (hlt : ∑ i, n i < N)
    {M : ℝ} (hM : ∑ i, n i ≤ M) : IsGroundDensity c v J M n := by
  refine ⟨⟨h.1.1, hM⟩, fun m hm => ?_⟩
  by_contra hcon
  have hlow := lt_of_not_ge hcon
  have hS : 0 ≤ ∑ i, n i := Finset.sum_nonneg fun i _ => h.1.1 i
  have hT : 0 ≤ ∑ i, m i := Finset.sum_nonneg fun i _ => hm.1 i
  have hD : 0 < N - ∑ i, n i + ∑ i, m i := by linarith
  -- a step `t` towards `m` that keeps the particle number below `N`
  obtain ⟨t, ht0, ht1, htD⟩ : ∃ t : ℝ, 0 < t ∧ t ≤ 1 ∧
      t * (N - ∑ i, n i + ∑ i, m i) = N - ∑ i, n i :=
    ⟨(N - ∑ i, n i) / (N - ∑ i, n i + ∑ i, m i), div_pos (by linarith) hD,
      (div_le_one₀ hD).2 (by linarith), div_mul_cancel₀ _ hD.ne'⟩
  have hmix := admissible_mix (⟨h.1.1, le_rfl⟩ : n ∈ admissible (∑ i, n i))
    (⟨hm.1, le_rfl⟩ : m ∈ admissible (∑ i, m i)) (sub_nonneg.2 ht1) ht0.le
  have hbound : (1 - t) * ∑ i, n i + t * ∑ i, m i ≤ N := by
    have hN : 0 ≤ t * N := mul_nonneg ht0.le (by linarith)
    linarith
  have h1 := h.2 _ ⟨hmix.1, hmix.2.trans hbound⟩
  have h2 := (energy_strictConvexOn (v := v) hc hJ).convexOn.2 h.1.1 hm.1
    (sub_nonneg.2 ht1) ht0.le (by ring)
  have h3 := mul_lt_mul_of_pos_left hlow ht0
  simp only [smul_eq_mul] at h2
  linarith
```

Saturation can therefore be read off the energy curve. Suppose first that $\sum_i n_i=N$, and let $0\le M<N$ with ground density $m$. If $e(M)\le e(N)$, then $m$ would also be a ground density for $N$, and uniqueness would give $m=n$. This contradicts $\sum_i m_i\le M<N$, so $e(N)<e(M)$.

Conversely, if $S=\sum_i n_i<N$, the previous result makes $n$ the ground density for the bound $S$ as well. Then $e(S)=E(n)=e(N)$, and the strict inequality fails at $M=S$. The two halves of the proof follow this order.

```lean
/-- A ground density uses all `N` allowed particles exactly when `e(N)` lies strictly below
`e(M)` for every smaller bound `M ≥ 0`. -/
theorem saturated_iff (hc : 0 < c) (hJ : ∀ x : ι → ℝ, 0 ≤ x ⬝ᵥ J *ᵥ x)
    {N : ℝ} {n : ι → ℝ} (h : IsGroundDensity c v J N n) :
    ∑ i, n i = N ↔ ∀ M, 0 ≤ M → M < N → groundEnergy c v J N < groundEnergy c v J M := by
  have hS : 0 ≤ ∑ i, n i := Finset.sum_nonneg fun i _ => h.1.1 i
  constructor
  · intro hsat M hM hMN
    obtain ⟨m, hm, -⟩ := existsUnique_groundDensity (v := v) hc hJ hM
    rw [groundEnergy_eq h, groundEnergy_eq hm]
    by_contra hcon
    have hle := le_of_not_gt hcon
    -- equal energies would make `m` a second ground density for `N`
    have hmN : IsGroundDensity c v J N m :=
      ⟨⟨hm.1.1, hm.1.2.trans hMN.le⟩, fun k hk => hle.trans (h.2 k hk)⟩
    have heq : m = n :=
      (existsUnique_groundDensity (v := v) hc hJ (hM.trans hMN.le)).unique hmN h
    have hsum := hm.1.2
    rw [heq] at hsum
    linarith
  · intro hstrict
    by_contra hne
    have hlt := lt_of_le_of_ne h.1.2 hne
    have h1 := hstrict _ hS hlt
    rw [groundEnergy_eq h,
      groundEnergy_eq (groundDensity_of_unsaturated hc hJ h hlt le_rfl)] at h1
    exact lt_irrefl _ h1

end

end LatticeThomasFermi
```

A single site with $J=0$ and $v>0$ shows both regimes. The function $cn^{5/3}-vn$ decreases until
$$n_*=\left(\frac{3v}{5c}\right)^{3/2}$$
and increases afterwards. For $N\le n_*$ the ground density is $n=N$, with $e(N)=cN^{5/3}-vN$. For $N\ge n_*$ it stays at $n_*$, and $e(N)=-\tfrac25vn_*$ is constant. At $N=0$ only the empty density is admissible, and $e(0)=0$.

```lean
#print axioms LatticeThomasFermi.thomasFermi_lattice
-- 'LatticeThomasFermi.thomasFermi_lattice' depends on axioms: [propext, Classical.choice, Quot.sound]
#print axioms LatticeThomasFermi.saturated_iff
-- 'LatticeThomasFermi.saturated_iff' depends on axioms: [propext, Classical.choice, Quot.sound]
```
